# Local velocity of a Dirac spinor of hydrogenic 1s form

Let \(x\) be a coupling with \(0<x\le 1\), \(\gamma=\sqrt{1-x^2}\), \(k=(1-\gamma)/x\), \(\mathbf n\in\mathbb R^3\) a unit vector, \(\chi\in\mathbb C^2\) a unit spinor with spin vector \(s_j=\chi^\dagger\sigma_j\chi\), and \(f\neq0\) a complex number. With the Pauli matrices \(\sigma_j\) and the Dirac matrices \(\alpha_j\), the spinor \(\psi=f\,(\chi,\ ik\,\boldsymbol\sigma\cdot\mathbf n\,\chi)\) has nonzero density and
\[
\frac{\psi^\dagger\alpha_j\psi}{\psi^\dagger\psi}=x\,(\mathbf s\times\mathbf n)_j ,\qquad \alpha_j=\begin{pmatrix}0&\sigma_j\\ \sigma_j&0\end{pmatrix},\quad j=0,1,2 .
\]

## The ground state of a hydrogenic ion

For an electron bound to a point nucleus of charge number \(Z\), \(x=Z\alpha\) with \(\alpha\) the fine-structure constant, and \(x\le1\) keeps \(\gamma\) real. The constant \(k\) is the ratio of the small to the large radial amplitude of the 1s state, the same at every radius, and \(\mathbf n\) is the direction from the nucleus to the electron. This form of \(\psi\) is assumed, not obtained from the Dirac–Coulomb equation. Current over density is a velocity \(\mathbf v\) in units of the speed of light. For the 1s state of a one-electron ion with a point nucleus, \(\mathbf v\) gives a closed form against which the ratio of a computed four-component probability current to the computed density can be compared.

## Density and current

Write \(\chi=(a,b)\). Then \(\mathbf s=(2\,\mathrm{Re}\,\bar ab,\ 2\,\mathrm{Im}\,\bar ab,\ |a|^2-|b|^2)\) is real, and \(\mathbf s\cdot\mathbf s=4|a|^2|b|^2+(|a|^2-|b|^2)^2=(\chi^\dagger\chi)^2\).

Let \(k\in\mathbb R\), \(\mathbf n\in\mathbb R^3\), \(\chi\in\mathbb C^2\) and \(f\in\mathbb C\) be arbitrary for now. Since \(\boldsymbol\sigma\cdot\mathbf n\) is Hermitian with square \(\mathbf n\cdot\mathbf n\),
\[
\psi^\dagger\psi=|f|^2\,(1+k^2\,\mathbf n\cdot\mathbf n)\,\chi^\dagger\chi .
\]
The matrix \(\alpha_j\) couples upper to lower components, and the factor \(ik\) changes sign under conjugation, so the two terms form a commutator. With \([\sigma_j,\sigma_l]=2i\sum_m\epsilon_{jlm}\sigma_m\) and \(\epsilon\) the Levi-Civita symbol,
\[
\psi^\dagger\alpha_j\psi=ik|f|^2\,\chi^\dagger[\sigma_j,\boldsymbol\sigma\cdot\mathbf n]\chi=-2k|f|^2\sum_{l,m}\epsilon_{jlm}n_ls_m=2k|f|^2(\mathbf s\times\mathbf n)_j .
\]
For unit \(\mathbf n\), unit \(\chi\) and \(f\neq0\) the factor \(|f|^2\) cancels and the quotient is \(\frac{2k}{1+k^2}(\mathbf s\times\mathbf n)_j\).

## The prefactor and the direction of flow

From \(kx=1-\gamma\) and \(\gamma^2=1-x^2\),
\[
x^2(1+k^2)=x^2+(1-\gamma)^2=2(1-\gamma)=2kx ,
\]
and division by \(x(1+k^2)\) gives \(2k/(1+k^2)=x\). Hence \(\mathbf v=x\,\mathbf s\times\mathbf n\) is orthogonal to \(\mathbf n\) and to \(\mathbf s\): it circulates about the spin axis. The identity \(|\mathbf s\times\mathbf n|^2=|\mathbf s|^2|\mathbf n|^2-(\mathbf s\cdot\mathbf n)^2\) gives \(|\mathbf v|^2=x^2(1-(\mathbf s\cdot\mathbf n)^2)\le x^2\). At a position \(\mathbf r\neq0\), setting \(\mathbf n=\hat{\mathbf r}=\mathbf r/|\mathbf r|\) and \(f=g(|\mathbf r|)\neq0\) for a radial function \(g\) gives \(\mathbf v=x\,\mathbf s\times\hat{\mathbf r}\), which depends on direction only.

## Lean objects and theorems

A four-spinor is a function on `Fin 2 ⊕ Fin 2`, upper components first, and `alpha` fixes the Dirac representation. Vectors are `Fin 3 → ℝ`, with the cross product `⨯₃`. The bilinears `density` and `current` are complex numbers built with `star`; `velocity` is the real part of their quotient, and `smallRatio x` is \(k\).

The theorem `current_div_density_1s` is the opening claim as an equation between complex numbers, so it also says that the quotient is real. `velocity_1s_azimuthal` lists the value of \(\mathbf v\), both orthogonality relations, \(|\mathbf v|^2\) and the bound. `velocity_field1s` treats `field1s`, where \(\chi\) is the same at all points and `g` is any function from reals to complex numbers. Everything is pointwise algebra: no Hamiltonian, energy, normalisation integral or continuity equation appears, and the current is not split into its Gordon convection and spin parts.

```lean
import Mathlib

open Matrix Complex

namespace DiracGroundStateCurrent

noncomputable section

/-- The three Pauli matrices. -/
def pauli : Fin 3 → Matrix (Fin 2) (Fin 2) ℂ :=
  ![!![0, 1; 1, 0], !![0, -I; I, 0], !![1, 0; 0, -1]]

/-- The matrix `σ·n` for a real vector `n`. -/
def sigmaDot (n : Fin 3 → ℝ) : Matrix (Fin 2) (Fin 2) ℂ := ∑ j, (n j : ℂ) • pauli j

/-- The Dirac matrices `α_j` in the Dirac representation, with `σ_j` in the off-diagonal blocks. -/
def alpha (j : Fin 3) : Matrix (Fin 2 ⊕ Fin 2) (Fin 2 ⊕ Fin 2) ℂ :=
  fromBlocks 0 (pauli j) (pauli j) 0

/-- The spin vector `s = χ†σχ` of a two-component spinor, as a real vector. -/
def spinVec (χ : Fin 2 → ℂ) : Fin 3 → ℝ := fun j => (star χ ⬝ᵥ pauli j *ᵥ χ).re

/-- The four-spinor `f (χ, i k σ·n χ)`. -/
def spinor (f : ℂ) (k : ℝ) (n : Fin 3 → ℝ) (χ : Fin 2 → ℂ) : Fin 2 ⊕ Fin 2 → ℂ :=
  f • Sum.elim χ ((I * k) • (sigmaDot n *ᵥ χ))

/-- The probability density `ψ†ψ`. -/
def density (ψ : Fin 2 ⊕ Fin 2 → ℂ) : ℂ := star ψ ⬝ᵥ ψ

/-- The probability current `ψ†α_jψ`. -/
def current (ψ : Fin 2 ⊕ Fin 2 → ℂ) (j : Fin 3) : ℂ := star ψ ⬝ᵥ alpha j *ᵥ ψ

/-- The local velocity: the real part of current over density. -/
def velocity (ψ : Fin 2 ⊕ Fin 2 → ℂ) : Fin 3 → ℝ := fun j => (current ψ j / density ψ).re

/-- The exponent `γ = √(1 - x²)` for the coupling `x = Zα`. -/
def gamma (x : ℝ) : ℝ := Real.sqrt (1 - x ^ 2)

/-- The number `k = (1 - γ)/x`, used as the factor of the lower block `i k σ·n χ` in the spinor of
1s form. -/
def smallRatio (x : ℝ) : ℝ := (1 - gamma x) / x

/-- The spinor field `g(|r|) (χ, i ((1 - γ)/x) σ·r̂ χ)` of 1s form with radial function `g`. -/
def field1s (x : ℝ) (g : ℝ → ℂ) (χ : Fin 2 → ℂ) (r : Fin 3 → ℝ) : Fin 2 ⊕ Fin 2 → ℂ :=
  spinor (g (Real.sqrt (r ⬝ᵥ r))) (smallRatio x) ((Real.sqrt (r ⬝ᵥ r))⁻¹ • r) χ

/-- The entries of `σ·n`. -/
theorem sigmaDot_eq (n : Fin 3 → ℝ) :
    sigmaDot n = !![(n 2 : ℂ), (n 0 : ℂ) - I * (n 1 : ℂ);
      (n 0 : ℂ) + I * (n 1 : ℂ), -(n 2 : ℂ)] := by
  ext i j
  fin_cases i <;> fin_cases j <;>
    simp [sigmaDot, pauli, Fin.sum_univ_three, Matrix.sum_apply] <;> ring

/-- The bilinear `χ†σ_jχ` is real and equals the component `s_j` of the spin vector. -/
theorem spinVec_real (χ : Fin 2 → ℂ) (j : Fin 3) :
    star χ ⬝ᵥ pauli j *ᵥ χ = (spinVec χ j : ℂ) := by
  fin_cases j <;> apply Complex.ext <;>
    simp [spinVec, pauli, dotProduct, mulVec, Fin.sum_univ_two] <;> ring

/-- The spin vector of a unit spinor is a unit vector. -/
theorem spinVec_unit (χ : Fin 2 → ℂ) (hχ : star χ ⬝ᵥ χ = 1) :
    spinVec χ ⬝ᵥ spinVec χ = 1 := by
  have h1 : (χ 0).re * (χ 0).re + (χ 0).im * (χ 0).im
      + ((χ 1).re * (χ 1).re + (χ 1).im * (χ 1).im) = 1 := by
    have h := congrArg Complex.re hχ
    simp [dotProduct, Fin.sum_univ_two] at h
    linarith
  simp [spinVec, pauli, dotProduct, mulVec, Fin.sum_univ_two, Fin.sum_univ_three]
  -- s·s = (χ†χ)²
  linear_combination ((χ 0).re * (χ 0).re + (χ 0).im * (χ 0).im
      + ((χ 1).re * (χ 1).re + (χ 1).im * (χ 1).im) + 1) * h1

/-- The density of `f (χ, i k σ·n χ)` is `|f|² (1 + k² n·n) χ†χ`. -/
theorem density_spinor (f : ℂ) (k : ℝ) (n : Fin 3 → ℝ) (χ : Fin 2 → ℂ) :
    density (spinor f k n χ)
      = ((normSq f * (1 + k ^ 2 * (n ⬝ᵥ n)) : ℝ) : ℂ) * (star χ ⬝ᵥ χ) := by
  apply Complex.ext <;>
    simp [density, spinor, sigmaDot_eq, dotProduct, Fintype.sum_sum_type,
      Fin.sum_univ_two, Fin.sum_univ_three, normSq_apply, pow_two] <;> ring

/-- The current of `f (χ, i k σ·n χ)` is `2 k |f|² (s × n)` with `s = χ†σχ`. -/
theorem current_spinor (f : ℂ) (k : ℝ) (n : Fin 3 → ℝ) (χ : Fin 2 → ℂ) (j : Fin 3) :
    current (spinor f k n χ) j = ((2 * k * normSq f * (spinVec χ ⨯₃ n) j : ℝ) : ℂ) := by
  fin_cases j <;> apply Complex.ext <;>
    simp [current, alpha, spinor, sigmaDot_eq, spinVec, pauli, cross_apply, dotProduct, mulVec,
      Fintype.sum_sum_type, Fin.sum_univ_two, normSq_apply, vecTail] <;> ring

/-- For unit `n`, unit `χ` and `f ≠ 0` the density is nonzero, and current over density is
`2k/(1 + k²) (s × n)`. -/
theorem current_div_density (f : ℂ) (k : ℝ) (n : Fin 3 → ℝ) (χ : Fin 2 → ℂ)
    (hf : f ≠ 0) (hn : n ⬝ᵥ n = 1) (hχ : star χ ⬝ᵥ χ = 1) :
    density (spinor f k n χ) ≠ 0 ∧ ∀ j, current (spinor f k n χ) j / density (spinor f k n χ)
      = ((2 * k / (1 + k ^ 2) * (spinVec χ ⨯₃ n) j : ℝ) : ℂ) := by
  have hf' : normSq f ≠ 0 := fun h => hf (normSq_eq_zero.mp h)
  have hk : 1 + k ^ 2 ≠ 0 := by positivity
  have hd : density (spinor f k n χ) = ((normSq f * (1 + k ^ 2) : ℝ) : ℂ) := by
    rw [density_spinor, hn, hχ]
    simp only [mul_one]
  refine ⟨?_, fun j => ?_⟩
  · rw [hd]
    exact ofReal_ne_zero.mpr (mul_ne_zero hf' hk)
  · -- the factor |f|² cancels
    rw [current_spinor, hd, ← ofReal_div]
    congr 1
    field_simp

/-- For `0 < x ≤ 1` and `k = (1 - γ)/x` one has `2k/(1 + k²) = x`. -/
theorem smallRatio_speed (x : ℝ) (hx : 0 < x) (hx1 : x ≤ 1) :
    2 * smallRatio x / (1 + smallRatio x ^ 2) = x := by
  have hg : gamma x ^ 2 = 1 - x ^ 2 := Real.sq_sqrt (by nlinarith)
  have hk : smallRatio x * x = 1 - gamma x := div_mul_cancel₀ _ hx.ne'
  have hpos : 1 + smallRatio x ^ 2 ≠ 0 := by positivity
  rw [div_eq_iff hpos]
  apply mul_left_cancel₀ hx.ne'
  -- 2(1 - γ) = x² + (1 - γ)² follows from γ² = 1 - x²
  linear_combination (2 - smallRatio x * x - (1 - gamma x)) * hk - hg

/-- For `0 < x ≤ 1`, unit `n`, unit `χ` and `f ≠ 0`, the spinor
`ψ = f (χ, i ((1 - γ)/x) σ·n χ)` has nonzero density and `ψ†αψ / ψ†ψ = x (s × n)`. -/
theorem current_div_density_1s (x : ℝ) (f : ℂ) (n : Fin 3 → ℝ) (χ : Fin 2 → ℂ)
    (hx : 0 < x) (hx1 : x ≤ 1) (hf : f ≠ 0) (hn : n ⬝ᵥ n = 1) (hχ : star χ ⬝ᵥ χ = 1) :
    density (spinor f (smallRatio x) n χ) ≠ 0 ∧
      ∀ j, current (spinor f (smallRatio x) n χ) j / density (spinor f (smallRatio x) n χ)
        = ((x * (spinVec χ ⨯₃ n) j : ℝ) : ℂ) := by
  have h := current_div_density f (smallRatio x) n χ hf hn hχ
  rw [smallRatio_speed x hx hx1] at h
  exact h

/-- For `0 < x ≤ 1`, unit `n`, unit `χ` and `f ≠ 0`, the velocity `v` of the spinor `f (χ, i ((1 -
γ)/x) σ·n χ)` equals `x (s × n)`, is orthogonal to `n` and to `s`, and obeys `|v|² = x² (1 - (s·n)²)
≤ x²`. -/
theorem velocity_1s_azimuthal (x : ℝ) (f : ℂ) (n : Fin 3 → ℝ) (χ : Fin 2 → ℂ)
    (hx : 0 < x) (hx1 : x ≤ 1) (hf : f ≠ 0) (hn : n ⬝ᵥ n = 1) (hχ : star χ ⬝ᵥ χ = 1)
    (v : Fin 3 → ℝ) (hv : v = velocity (spinor f (smallRatio x) n χ)) :
    v = x • (spinVec χ ⨯₃ n) ∧ v ⬝ᵥ n = 0 ∧ v ⬝ᵥ spinVec χ = 0 ∧
      v ⬝ᵥ v = x ^ 2 * (1 - (spinVec χ ⬝ᵥ n) ^ 2) ∧ v ⬝ᵥ v ≤ x ^ 2 := by
  have hvx : v = x • (spinVec χ ⨯₃ n) := by
    rw [hv]
    funext j
    show (current _ j / density _).re = _
    rw [(current_div_density_1s x f n χ hx hx1 hf hn hχ).2 j, ofReal_re, Pi.smul_apply,
      smul_eq_mul]
  have hs := spinVec_unit χ hχ
  generalize spinVec χ = s at hvx hs ⊢
  have c0 : (s ⨯₃ n) 0 = s 1 * n 2 - s 2 * n 1 := by simp [cross_apply]
  have c1 : (s ⨯₃ n) 1 = s 2 * n 0 - s 0 * n 2 := by simp [cross_apply]
  have c2 : (s ⨯₃ n) 2 = s 0 * n 1 - s 1 * n 0 := by simp [cross_apply]
  -- |s × n|² = |s|²|n|² - (s·n)²
  have key : v ⬝ᵥ v = x ^ 2 * ((s ⬝ᵥ s) * (n ⬝ᵥ n) - (s ⬝ᵥ n) ^ 2) := by
    rw [hvx]
    simp only [dotProduct, Fin.sum_univ_three, Pi.smul_apply, smul_eq_mul, c0, c1, c2]
    ring
  rw [hs, hn, mul_one] at key
  refine ⟨hvx, ?_, ?_, key, ?_⟩
  · rw [hvx]
    simp only [dotProduct, Fin.sum_univ_three, Pi.smul_apply, smul_eq_mul, c0, c1, c2]
    ring
  · rw [hvx]
    simp only [dotProduct, Fin.sum_univ_three, Pi.smul_apply, smul_eq_mul, c0, c1, c2]
    ring
  · rw [key]
    nlinarith [mul_nonneg (sq_nonneg x) (sq_nonneg (s ⬝ᵥ n))]

/-- For any radial function `g`, at a point `r ≠ 0` where `g(|r|) ≠ 0` the velocity of the
1s-form field is `x (s × r̂)` with `r̂ = r/|r|`. -/
theorem velocity_field1s (x : ℝ) (g : ℝ → ℂ) (χ : Fin 2 → ℂ) (r : Fin 3 → ℝ)
    (hx : 0 < x) (hx1 : x ≤ 1) (hχ : star χ ⬝ᵥ χ = 1) (hr : r ≠ 0)
    (hg : g (Real.sqrt (r ⬝ᵥ r)) ≠ 0) :
    velocity (field1s x g χ r) = x • (spinVec χ ⨯₃ ((Real.sqrt (r ⬝ᵥ r))⁻¹ • r)) := by
  have h0 : 0 ≤ r ⬝ᵥ r := Finset.sum_nonneg fun i _ => mul_self_nonneg (r i)
  have hne : r ⬝ᵥ r ≠ 0 := fun h => hr (dotProduct_self_eq_zero.mp h)
  -- r̂ is a unit vector
  have hu : ((Real.sqrt (r ⬝ᵥ r))⁻¹ • r) ⬝ᵥ ((Real.sqrt (r ⬝ᵥ r))⁻¹ • r) = 1 := by
    rw [smul_dotProduct, dotProduct_smul]
    simp only [smul_eq_mul]
    rw [← mul_assoc, ← mul_inv, Real.mul_self_sqrt h0, inv_mul_cancel₀ hne]
  exact (velocity_1s_azimuthal x _ _ χ hx hx1 hg hu hχ _ rfl).1

end

end DiracGroundStateCurrent
```

```lean
#print axioms DiracGroundStateCurrent.spinVec_real
-- 'DiracGroundStateCurrent.spinVec_real' depends on axioms: [propext, Classical.choice, Quot.sound]
#print axioms DiracGroundStateCurrent.velocity_field1s
-- 'DiracGroundStateCurrent.velocity_field1s' depends on axioms: [propext, Classical.choice, Quot.sound]
```

## How the tactics follow the algebra

`sigmaDot_eq` writes out the four entries of \(\boldsymbol\sigma\cdot\mathbf n\). `spinVec_real` shows that taking the real part in `spinVec` loses nothing. In `spinVec_unit`, with \(N=\chi^\dagger\chi\), the `linear_combination` multiplies \(N=1\) by \(N+1\), because \(\mathbf s\cdot\mathbf s-1=N^2-1\).

`density_spinor` and `current_spinor` do not invoke the Pauli algebra. They split each equation into real and imaginary parts by `Complex.ext`, expand the components, and let `ring` close the polynomial identities that the square and the commutator summarise. `current_div_density` inserts the unit conditions in `hd` and cancels \(|f|^2\) by `field_simp`.

In `smallRatio_speed`, `hg` is \(\gamma^2=1-x^2\), the only use of \(x\le1\), and `hk` is \(kx=1-\gamma\). After clearing the denominator and multiplying by \(x\), the goal is \(2kx=x^2(1+k^2)\), as above. The main theorem substitutes this prefactor. In `velocity_1s_azimuthal`, `key` is the cross-product identity in components, and `velocity_field1s` adds only `hu`, that \(\hat{\mathbf r}\) is a unit vector.

## Unnormalised spinors, strong coupling and the reciprocal ratio

The examples below are worked from the general formulas and are not theorems of the file. Take \(\chi=(2,0)\) and \(\mathbf n=(1,0,0)\). Then \(\mathbf s=(0,0,4)\) and \(\mathbf s\times\mathbf n=(0,4,0)\), but the density also carries \(\chi^\dagger\chi=4\), so \(\mathbf v=(0,x,0)\) differs from \(x\,\mathbf s\times\mathbf n=(0,4x,0)\). For \(x=2\), unit \(\chi\) and unit \(\mathbf n\) perpendicular to \(\mathbf s\), the formula would require speed 2, while \((1-|k|)^2\ge0\) gives \(2|k|/(1+k^2)\le1\) for every real \(k\).

The prefactor \(2k/(1+k^2)\) is unchanged under \(k\to1/k\). Since \((1-\gamma)(1+\gamma)=x^2\), the reciprocal of \(k\) is \((1+\gamma)/x\), and the spinor with that ratio has the same velocity \(x\,\mathbf s\times\mathbf n\).
